# On a sphere, r12^(2s) with s > −1 has finitely many partial waves exactly when s is a natural number

Suppose two electrons lie on a sphere, a power of their distance r12 is expanded in Legendre polynomials of the cosine of the angle between their position vectors, and the expansion is cut off at some l = L. Whether anything is lost depends on the power. For r12² the cut at L = 1 loses nothing, while for r12 every cut discards non-zero terms. A closed formula for all coefficients decides the matter for every power r12^(2s) with s > −1.

## The coefficients by hand

Let two points lie on a sphere of radius R > 0, let θ be the angle between their position vectors, and put x = cos θ. The law of cosines gives

r12² = R² + R² − 2R²x = 2R²(1 − x),

so r12^(2s) = (2R²)^s (1 − x)^s for real s. Let P_l be the Legendre polynomials. The l-th partial-wave coefficient is

(2l+1)/2 · ∫ r12^(2s) P_l(x) dx = (2l+1)/2 · (2R²)^s · M(s,l),

M(s,l) = ∫ (1 − x)^s P_l(x) dx,

with both integrals over [−1,1]. The moment M(s,l) converges for s > −1, which includes the Coulomb power s = −1/2. The claim is

M(s,l) = 2^(s+1) · ∏_{j<l} (j − s) / ∏_{j≤l} (s+1+j).

The polynomials satisfy P_0 = 1, P_1 = x and

(l+2) P_{l+2} = (2l+3) x P_{l+1} − (l+1) P_l.

Writing x = 1 − (1 − x) turns multiplication by x into a difference of two moments:

M(s,1) = M(s,0) − M(s+1,0),

(l+2) M(s,l+2) = (2l+3) [M(s,l+1) − M(s+1,l+1)] − (l+1) M(s,l).

The substitution t = 1 − x gives M(s,0) = ∫₀² t^s dt = 2^(s+1)/(s+1). Therefore

M(s,1) = 2^(s+1) [1/(s+1) − 2/(s+2)] = 2^(s+1) (−s)/((s+1)(s+2)).

Both agree with the claim. Now assume it at l and l+1 for every s > −1. Abbreviate A = 2^(s+1), N = ∏_{j<l} (j − s) and D = ∏_{j≤l} (s+1+j). Then

M(s,l) = AN/D,

M(s,l+1) = AN(l−s) / (D(s+l+2)),

M(s+1,l+1) = −2AN(s+1)² / (D(s+l+2)(s+l+3)).

The last line holds because replacing s by s+1 shifts each product by one factor: the numerator becomes −(s+1)N, and the denominator becomes D(s+l+2)(s+l+3)/(s+1). Inserting all three in the recurrence and taking out AN/(D(s+l+2)(s+l+3)) leaves

(2l+3)[(l−s)(s+l+3) + 2(s+1)²] − (l+1)(s+l+2)(s+l+3).

The square bracket equals s² + s + (l+1)(l+2). Collecting powers of s, the whole expression is

(l+2)[s² − (2l+1)s + l(l+1)] = (l+2)(l−s)(l+1−s).

Division by l+2 gives the claimed formula at l+2.

For s > −1 every factor of the denominator is positive. The moment thus vanishes exactly when some factor j − s with j < l is zero, that is, when s is a natural number below l (zero counts as natural). If s = n, only l = 0, …, n survive. If s is not a natural number, every coefficient is non-zero.

## The distance itself, in numbers

For s = 1 the moments are 2, −2/3, 0, 0, …, and the coefficients of r12² are 2R², −2R², 0, 0, …, in agreement with r12² = 2R²(1 − x).

For s = 1/2 the first three moments are 4√2/3, −4√2/15 and −4√2/105. Multiplying by (2l+1)/2 · √2 R gives the coefficients of r12:

4R/3, −4R/5, −4R/21.

At coalescence, x = 1, every P_l equals 1 and the true distance is zero. The sum cut at l = 2 gives 12R/35 ≈ 0.34R instead.

The same difference appears in a configuration-interaction calculation for two electrons confined to the sphere, with orbitals Y_lm up to l = L. By the addition theorem, P_l(cos θ) is a sum over m of products Y_lm(1) Y_lm*(2), multiplied by 4π/(2l+1). The pair function 1 + c·r12² lies in the orbital-product space once L ≥ 1, whereas 1 + c·r12 with c ≠ 0 lies in it for no finite L. The closed formula also gives the rate: for s = 1/2 the l-th coefficient is −4R/((2l−1)(2l+3)), which falls off only as 1/l². For this fixed-radius model, that slow decay is the angular side of the slow convergence which explicitly correlated methods address by putting functions of r12 into the wave function. In an atom the two radii also vary, and the coefficients become functions of both.

## The definitions in Lean

```lean
import Mathlib

open Finset MeasureTheory

namespace PartialWavesOfPowers

noncomputable section
```

The polynomials are defined by their recurrence, so no other characterisation has to be imported.

```lean
/-- The Legendre polynomials, generated from `1` and `x` by the three-term recurrence. -/
def legendre : ℕ → ℝ → ℝ
  | 0, _ => 1
  | 1, x => x
  | n + 2, x => ((2 * n + 3) * x * legendre (n + 1) x - (n + 1) * legendre n x) / (n + 2)
```

The distance is a function of R and the cosine x.

```lean
/-- The distance `r12` of two points on a sphere of radius `R`, as a function of the cosine
`x ≤ 1` of the angle between them. -/
def chord (R x : ℝ) : ℝ := √(2 * R ^ 2 * (1 - x))
```

The next definition is M(s,l), with a real exponent `s` and a natural number `l`.

```lean
/-- The integral of `(1 - x) ^ s` against the `l`-th Legendre polynomial, for `s > -1`. -/
def legendreMoment (s : ℝ) (l : ℕ) : ℝ := ∫ x in (-1 : ℝ)..1, (1 - x) ^ s * legendre l x
```

A partial wave is the projection integral with the prefactor (2l+1)/2. This prefactor is the usual normalisation from ∫ P_l² dx = 2/(2l+1); it enters by definition, and orthogonality is not derived.

```lean
/-- The `l`-th partial-wave coefficient of `r12 ^ (2 s)` on a sphere of radius `R`,
for `s > -1`. -/
def partialWave (R s : ℝ) (l : ℕ) : ℝ :=
  (2 * l + 1) / 2 * ∫ x in (-1 : ℝ)..1, chord R x ^ (2 * s) * legendre l x
```

## From vectors to the chord

This theorem ties `chord` to geometry: for vectors `u` and `v` of length `R` in any real inner product space, the norm of `u - v` is the chord at the cosine of their angle. The proof is the law of cosines followed by a square root.

```lean
/-- Two vectors of length `R` are separated by the chord belonging to the cosine of
their angle. -/
theorem norm_sub_eq_chord {E : Type*} [NormedAddCommGroup E] [InnerProductSpace ℝ E]
    {R : ℝ} {u v : E} (hu : ‖u‖ = R) (hv : ‖v‖ = R) :
    ‖u - v‖ = chord R (Real.cos (InnerProductGeometry.angle u v)) := by
  have h := norm_sub_sq_real u v
  rw [← InnerProductGeometry.cos_angle_mul_norm_mul_norm, hu, hv] at h
  rw [chord, ← Real.sqrt_sq (norm_nonneg (u - v)), h]
  congr 1
  ring
```

## The recurrence for the moments

Clearing the denominator n+2 in the definition gives Bonnet's recurrence in its usual form.

```lean
/-- Bonnet's recurrence for the Legendre polynomials. -/
theorem bonnet (n : ℕ) (x : ℝ) : (n + 2) * legendre (n + 2) x =
    (2 * n + 3) * x * legendre (n + 1) x - (n + 1) * legendre n x := by
  have h : (n : ℝ) + 2 ≠ 0 := by positivity
  rw [legendre, mul_div_cancel₀ _ h]
```

The next theorem states the two moment relations derived above. Inside it, `cont` proves that the polynomials are continuous, and `int` proves that (1 − x)^t times a continuous function is integrable for t > −1, even where the weight is singular at x = 1. These two facts permit splitting the integrals. The step `mulx` is the substitution x = 1 − (1 − x), with the endpoint x = 1 treated separately in `hw`. The last line multiplies Bonnet's recurrence by the weight under the integral.

```lean
/-- For `s > -1`, Bonnet's recurrence links the Legendre moments of `(1 - x) ^ s` to those
of `(1 - x) ^ (s + 1)`. -/
theorem legendreMoment_rec {s : ℝ} (hs : -1 < s) :
    legendreMoment s 1 = legendreMoment s 0 - legendreMoment (s + 1) 0 ∧
    ∀ l : ℕ, (l + 2) * legendreMoment s (l + 2) =
      (2 * l + 3) * (legendreMoment s (l + 1) - legendreMoment (s + 1) (l + 1))
        - (l + 1) * legendreMoment s l := by
  have cont : ∀ n, Continuous (legendre n) := by
    intro n
    induction n using Nat.twoStepInduction with
    | zero => exact continuous_const.congr fun x => by rw [legendre]
    | one => exact continuous_id.congr fun x => by rw [legendre, id]
    | more n h0 h1 =>
      exact ((((continuous_const.mul continuous_id).mul h1).sub
        (continuous_const.mul h0)).div_const ((n : ℝ) + 2)).congr fun x => by
          rw [legendre]; rfl
  -- the weight is integrable although it may be singular at coalescence
  have int : ∀ t : ℝ, -1 < t → ∀ g : ℝ → ℝ, Continuous g →
      IntervalIntegrable (fun x => (1 - x) ^ t * g x) volume (-1) 1 := by
    intro t ht g hg
    have h := (intervalIntegral.intervalIntegrable_rpow' (a := 2) (b := 0) ht).comp_sub_left 1
    have h' : IntervalIntegrable (fun x : ℝ => (1 - x) ^ t) volume (-1) 1 := by
      convert h using 1 <;> norm_num
    exact h'.mul_continuousOn hg.continuousOn
  -- multiplication by x = 1 - (1 - x)
  have mulx : ∀ l, ∫ x in (-1 : ℝ)..1, (1 - x) ^ s * (x * legendre l x) =
      legendreMoment s l - legendreMoment (s + 1) l := by
    intro l
    unfold legendreMoment
    rw [← intervalIntegral.integral_sub (int s hs _ (cont l))
      (int (s + 1) (by linarith) _ (cont l))]
    refine intervalIntegral.integral_congr fun x _ => ?_
    have hw : (1 - x) ^ (s + 1) = (1 - x) ^ s * (1 - x) := by
      by_cases hx : 1 - x = 0
      · rw [hx, Real.zero_rpow (by linarith), mul_zero]
      · exact Real.rpow_add_one hx s
    rw [hw]
    ring
  refine ⟨?_, fun l => ?_⟩
  · rw [← mulx 0]
    simp only [legendreMoment, legendre, mul_one]
  · have h := intervalIntegral.integral_sub
      ((int s hs (fun x => x * legendre (l + 1) x)
        (continuous_id.mul (cont (l + 1)))).const_mul (2 * (l : ℝ) + 3))
      ((int s hs _ (cont l)).const_mul ((l : ℝ) + 1))
    simp only [intervalIntegral.integral_const_mul] at h
    rw [← mulx (l + 1)]
    unfold legendreMoment
    rw [← h, ← intervalIntegral.integral_const_mul]
    refine intervalIntegral.integral_congr fun x _ => ?_
    linear_combination (1 - x) ^ s * bonnet l x
```

## The closed product

In the statement, `range l` stands for j < l and `range (l + 1)` for j ≤ l. The quantifier over `s` comes after `l`, so the induction hypothesis is available at s+1 as well as at s, as the recurrence requires.

The step `zero` evaluates M(s,0). In the induction step, `hN` and `hD` are the two product shifts. The names `A`, `D` and `N` then replace the power and the products as in the derivation by hand, and `field_simp` and `ring` settle the remaining polynomial identity.

```lean
/-- Closed form of the Legendre moments of `(1 - x) ^ s` for every real `s > -1`. -/
theorem legendreMoment_eq (l : ℕ) : ∀ s : ℝ, -1 < s → legendreMoment s l =
    2 ^ (s + 1) * (∏ j ∈ range l, ((j : ℝ) - s)) / ∏ j ∈ range (l + 1), (s + 1 + (j : ℝ)) := by
  have zero : ∀ s : ℝ, -1 < s → legendreMoment s 0 = 2 ^ (s + 1) / (s + 1) := by
    intro s hs
    simp only [legendreMoment, legendre, mul_one]
    refine (intervalIntegral.integral_comp_sub_left (fun x : ℝ => x ^ s) 1).trans ?_
    rw [integral_rpow (Or.inl hs), show (1 : ℝ) - -1 = 2 by norm_num, sub_self,
      Real.zero_rpow (by linarith), sub_zero]
  induction l using Nat.twoStepInduction with
  | zero => intro s hs; rw [zero s hs]; simp
  | one =>
    intro s hs
    have h1 : s + 1 ≠ 0 := by linarith
    have h2 : s + 1 + 1 ≠ 0 := by linarith
    rw [(legendreMoment_rec hs).1, zero s hs, zero (s + 1) (by linarith),
      Real.rpow_add_one two_ne_zero (s + 1)]
    simp only [prod_range_succ, prod_range_zero, Nat.cast_zero, Nat.cast_one, one_mul, add_zero]
    generalize (2 : ℝ) ^ (s + 1) = A
    field_simp
    ring
  | more l ih0 ih1 =>
    intro s hs
    have h1 : s + 1 ≠ 0 := by linarith
    have hl : (0 : ℝ) ≤ l := l.cast_nonneg
    have r := (legendreMoment_rec hs).2 l
    have d2 := prod_range_succ (fun j : ℕ => s + 1 + (j : ℝ)) (l + 2)
    have d1 := prod_range_succ (fun j : ℕ => s + 1 + (j : ℝ)) (l + 1)
    have n2 := prod_range_succ (fun j : ℕ => (j : ℝ) - s) (l + 1)
    have n1 := prod_range_succ (fun j : ℕ => (j : ℝ) - s) l
    -- shifting s by one shifts both products by one factor
    have hN : ∏ j ∈ range (l + 1), ((j : ℝ) - (s + 1)) =
        (∏ j ∈ range l, ((j : ℝ) - s)) * (-(s + 1)) := by
      rw [prod_range_succ']
      congr 1
      · exact prod_congr rfl fun j _ => by push_cast; ring
      · push_cast; ring
    have hD : ∏ j ∈ range (l + 2 + 1), (s + 1 + (j : ℝ)) =
        (∏ j ∈ range (l + 1 + 1), (s + 1 + 1 + (j : ℝ))) * (s + 1) := by
      rw [prod_range_succ']
      congr 1
      · exact prod_congr rfl fun j _ => by push_cast; ring
      · simp
    have hE := eq_div_of_mul_eq h1 hD.symm
    have hP : ∏ j ∈ range (l + 1), (s + 1 + (j : ℝ)) ≠ 0 :=
      (prod_pos fun j _ => by have : (0 : ℝ) ≤ j := j.cast_nonneg
                              linarith).ne'
    rw [ih1 s hs, ih1 (s + 1) (by linarith), ih0 s hs, hN, hE, d2, d1, n1,
      Real.rpow_add_one two_ne_zero (s + 1)] at r
    rw [d2, d1, n2, n1]
    have h3 : s + 1 + ((l : ℝ) + 1) ≠ 0 := by linarith
    have h4 : s + 1 + ((l : ℝ) + 2) ≠ 0 := by linarith
    have h5 : (l : ℝ) + 2 ≠ 0 := by linarith
    apply mul_left_cancel₀ h5
    rw [r]
    push_cast
    generalize (2 : ℝ) ^ (s + 1) = A
    generalize ∏ j ∈ range (l + 1), (s + 1 + (j : ℝ)) = D at hP ⊢
    generalize ∏ j ∈ range l, ((j : ℝ) - s) = N
    field_simp
    ring
```

## Where the coefficients vanish

The denominator is positive and the power of two is non-zero, so only a factor of the numerator can vanish. `prod_eq_zero_iff` extracts that factor, and its index is the natural number n < l with s = n.

```lean
/-- For `s > -1`, the `l`-th Legendre moment of `(1 - x) ^ s` vanishes exactly when `s` is a
natural number below `l`. -/
theorem legendreMoment_eq_zero_iff {s : ℝ} (hs : -1 < s) (l : ℕ) :
    legendreMoment s l = 0 ↔ ∃ n : ℕ, n < l ∧ s = n := by
  have hD : ∏ j ∈ range (l + 1), (s + 1 + (j : ℝ)) ≠ 0 :=
    (prod_pos fun j _ => by have : (0 : ℝ) ≤ j := j.cast_nonneg
                            linarith).ne'
  have h2 : (2 : ℝ) ^ (s + 1) ≠ 0 := by positivity
  rw [legendreMoment_eq l s hs, div_eq_zero_iff, or_iff_left hD, mul_eq_zero,
    or_iff_right h2, prod_eq_zero_iff]
  constructor
  · rintro ⟨n, hn, h⟩
    exact ⟨n, mem_range.1 hn, by linarith⟩
  · rintro ⟨n, hn, h⟩
    exact ⟨n, mem_range.2 hn, by linarith⟩
```

To pass from moments to partial waves, the square root in `chord` is written as the power 1/2, which turns the exponent 2s into s. The constant (2R²)^s then comes out of the integral. The theorem puts no condition on `s`, but it is to be read for s > −1, where the integrals converge.

```lean
/-- The `l`-th partial-wave coefficient of `r12 ^ (2 s)` is the `l`-th Legendre moment of
`(1 - x) ^ s` times `(2 l + 1) / 2 * (2 R ^ 2) ^ s`. -/
theorem partialWave_eq (R s : ℝ) (l : ℕ) :
    partialWave R s l = (2 * l + 1) / 2 * ((2 * R ^ 2) ^ s * legendreMoment s l) := by
  unfold partialWave legendreMoment
  congr 1
  rw [← intervalIntegral.integral_const_mul]
  refine intervalIntegral.integral_congr fun x hx => ?_
  rw [Set.uIcc_of_le (by norm_num)] at hx
  have hx1 : 0 ≤ 1 - x := by linarith [hx.2]
  rw [chord, Real.sqrt_eq_rpow, ← Real.rpow_mul (by positivity),
    show 1 / 2 * (2 * s) = s by ring, Real.mul_rpow (by positivity) hx1, mul_assoc]
```

The final theorem says that the set of `l` with a non-zero partial wave is finite if and only if `s` equals some natural number. It needs R ≠ 0, which `hR` supplies: at R = 0 the distance vanishes identically, so for s = 1/2 there are no non-zero partial waves although s is not natural. The condition `hs` keeps the projection integrals convergent.

The auxiliary statement `key` carries the vanishing criterion over to partial waves. If the set is finite and s is not natural, `key` puts every `l` into it, which contradicts the infinity of the natural numbers. Conversely, if s = n, the set is contained in l ≤ n.

The theorem counts coefficients; in what sense the infinite series converges to r12^(2s) for other s is a separate question.

```lean
/-- On a sphere of radius `R > 0` and for `s > -1`, the power `r12 ^ (2 s)` has finitely many
non-zero partial waves if and only if `s` is a natural number. -/
theorem finite_partialWaves_iff {R s : ℝ} (hR : 0 < R) (hs : -1 < s) :
    {l : ℕ | partialWave R s l ≠ 0}.Finite ↔ ∃ n : ℕ, s = n := by
  have key : ∀ l, partialWave R s l = 0 ↔ ∃ n : ℕ, n < l ∧ s = n := by
    intro l
    have h1 : (2 * (l : ℝ) + 1) / 2 ≠ 0 := by positivity
    have h2 : (2 * R ^ 2) ^ s ≠ 0 := by positivity
    rw [partialWave_eq, mul_eq_zero, or_iff_right h1, mul_eq_zero, or_iff_right h2,
      legendreMoment_eq_zero_iff hs]
  constructor
  · intro hfin
    by_contra hn
    refine Set.infinite_univ (α := ℕ) (hfin.subset fun l _ h => ?_)
    obtain ⟨n, _, h'⟩ := (key l).1 h
    exact hn ⟨n, h'⟩
  · rintro ⟨n, hn⟩
    refine (Set.finite_Iic n).subset fun l hl => ?_
    by_contra h
    exact hl ((key l).2 ⟨n, not_le.1 h, hn⟩)

end

end PartialWavesOfPowers
```

```lean
#print axioms PartialWavesOfPowers.norm_sub_eq_chord
#print axioms PartialWavesOfPowers.finite_partialWaves_iff
```

```
'PartialWavesOfPowers.norm_sub_eq_chord' depends on axioms: [propext, Classical.choice, Quot.sound]
'PartialWavesOfPowers.finite_partialWaves_iff' depends on axioms: [propext, Classical.choice, Quot.sound]
```
